# The complex-step slope of a real polynomial has leading error $-p'''(x)h^2/6$

An energy given only as a function from reals to reals has no value at the complex point $x+ih$, so a complex-step derivative needs an energy that extends to complex arguments. Here the energy is a polynomial $p$ with real coefficients in one coordinate. It can be evaluated at real and complex points alike, and its derivatives $p'$, $p''$, $p'''$ are again polynomials.

For a real position $x$ and a real step $h\neq 0$, the complex-step slope is
$$D(h)=\frac{\operatorname{Im} p(x+ih)}{h}.$$
The force is minus the slope. The claim is that
$$\frac{D(h)-p'(x)}{h^2}\to-\frac{p'''(x)}{6}\qquad (h\to0,\ h\ne0),$$
and that $D(h)=p'(x)$ for all $x$ and all $h\neq0$ exactly when $p$ has degree at most 2. For a one-coordinate polynomial model of a bond, the complex-step force is therefore exact if the bond is harmonic, and adding only a cubic term to the harmonic energy gives an error proportional to $h^2$.

## One Taylor expansion, evaluated at $ih$ and at $\pm h$

Expand $p$ about $x$ in a displacement $t$ and collect all terms from the fourth order on:
$$p(x+t)=p(x)+p'(x)\,t+\frac{p''(x)}{2}t^2+\frac{p'''(x)}{6}t^3+t^4s(t),$$
where $s$ is a real polynomial that depends on $x$. At $t=ih$ the powers are $t^2=-h^2$, $t^3=-ih^3$ and $t^4=h^4$. The terms in $p(x)$ and $p''(x)$ are real, so
$$\operatorname{Im}p(x+ih)=p'(x)h-\frac{p'''(x)}{6}h^3+h^4\operatorname{Im}s(ih).$$
Dividing by $h$, subtracting $p'(x)$ and dividing by $h^2$ gives
$$\frac{D(h)-p'(x)}{h^2}=-\frac{p'''(x)}{6}+h\operatorname{Im}s(ih).$$
The last term tends to zero because $s$ is continuous.

If $p(x)=a+bx+cx^2$, then $\operatorname{Im}p(x+ih)=(b+2cx)h$, and $D(h)=b+2cx=p'(x)$. Conversely, if the slope is always exact, the quotient above is zero for every $h\ne0$. Its limit is then zero, so $p'''(x)=0$ at every $x$, and $p$ has degree at most 2.

For the central difference, put $t=h$ and $t=-h$ and subtract. The even terms shown cancel, which leaves
$$\frac{p(x+h)-p(x-h)}{2h}=p'(x)+\frac{p'''(x)}{6}h^2+\frac{h^3}{2}\bigl(s(h)-s(-h)\bigr).$$
The error constant is now $+p'''(x)/6$. In the mean of the two slopes the $h^2$ terms cancel, and the error divided by $h^2$ tends to zero.

The real part of the same expansion gives a curvature formula, which the Lean file does not contain: $2\,(p(x)-\operatorname{Re}p(x+ih))/h^2\to p''(x)$.

## The two slopes as Lean definitions

```lean
import Mathlib

open Polynomial Filter Topology

namespace ComplexStepError

noncomputable section
```

In the first definition, `aeval` evaluates the real polynomial `p` at a complex number, and `.im` takes the imaginary part.

```lean
/-- The complex-step slope `Im p(x + ih) / h` of a polynomial energy `p` at the real
position `x`, for a nonzero real step `h`. -/
def complexStep (p : ℝ[X]) (x h : ℝ) : ℝ :=
  (aeval ((x : ℂ) + (h : ℂ) * Complex.I) p).im / h
```

The central difference needs only real evaluation, written `p.eval`.

```lean
/-- The central-difference slope `(p(x + h) - p(x - h)) / (2h)`, for a nonzero real step `h`. -/
def centralDifference (p : ℝ[X]) (x h : ℝ) : ℝ :=
  (p.eval (x + h) - p.eval (x - h)) / (2 * h)
```

Both definitions accept $h=0$, where Lean's division returns 0; the theorems exclude that value.

## The cubic Taylor part and its remainder

The polynomial `p.comp (X + C x)` is $p(x+X)$, with the variable `X` as the displacement.

```lean
/-- Taylor expansion of a polynomial energy about `x` to third order in the displacement,
with a remainder that is the fourth power of the displacement times a polynomial. -/
theorem taylor_cubic (p : ℝ[X]) (x : ℝ) :
    ∃ s : ℝ[X], p.comp (X + C x) =
      C (p.eval x) + C ((derivative p).eval x) * X
        + C ((derivative (derivative p)).eval x / 2) * X ^ 2
        + C ((derivative (derivative (derivative p))).eval x / 6) * X ^ 3 + X ^ 4 * s := by
  -- split off the four lowest coefficients of any polynomial
  have key : ∀ q : ℝ[X], q = C (q.coeff 0) + C (q.coeff 1) * X + C (q.coeff 2) * X ^ 2
      + C (q.coeff 3) * X ^ 3 + X ^ 4 * q.divX.divX.divX.divX := by
    intro q
    have e0 := divX_mul_X_add q
    have e1 := divX_mul_X_add q.divX
    have e2 := divX_mul_X_add q.divX.divX
    have e3 := divX_mul_X_add q.divX.divX.divX
    simp only [coeff_divX, zero_add, Nat.reduceAdd] at e1 e2 e3
    linear_combination -e0 - X * e1 - X ^ 2 * e2 - X ^ 3 * e3
  -- the coefficients are derivatives at zero displacement
  have hd : ∀ r : ℝ[X], derivative (r.comp (X + C x)) = (derivative r).comp (X + C x) := by
    intro r
    simp [derivative_comp]
  have h0 : ∀ r : ℝ[X], (r.comp (X + C x)).coeff 0 = r.eval x := by
    intro r
    rw [coeff_zero_eq_eval_zero]
    simp [eval_comp]
  have d1 : ∀ q : ℝ[X], (derivative q).coeff 0 = q.coeff 1 := by
    intro q
    rw [coeff_derivative]
    norm_num
  have d2 : ∀ q : ℝ[X], (derivative (derivative q)).coeff 0 = q.coeff 2 * 2 := by
    intro q
    rw [coeff_derivative, coeff_derivative]
    norm_num
  have d3 : ∀ q : ℝ[X],
      (derivative (derivative (derivative q))).coeff 0 = q.coeff 3 * 3 * 2 := by
    intro q
    rw [coeff_derivative, coeff_derivative, coeff_derivative]
    norm_num
  have c1 : (p.comp (X + C x)).coeff 1 = (derivative p).eval x := by
    rw [← d1, hd, h0]
  have c2 : (p.comp (X + C x)).coeff 2 = (derivative (derivative p)).eval x / 2 := by
    have h := d2 (p.comp (X + C x))
    rw [hd, hd, h0] at h
    linarith
  have c3 : (p.comp (X + C x)).coeff 3
      = (derivative (derivative (derivative p))).eval x / 6 := by
    have h := d3 (p.comp (X + C x))
    rw [hd, hd, hd, h0] at h
    linarith
  have k := key (p.comp (X + C x))
  rw [h0, c1, c2, c3] at k
  exact ⟨_, k⟩
```

The step `key` splits the four lowest coefficients off any polynomial. The operation `divX` removes the constant term and divides by `X`, and four applications give the remainder $s$. The other steps identify the coefficients: `hd` says that differentiation commutes with the shift, `h0` that the constant coefficient of a shifted polynomial is the value of the original polynomial at $x$, and `d1` to `d3` relate coefficients to derivatives at zero displacement. The factor $3\cdot2$ in `d3` produces the $1/6$.

## The imaginary part at $ih$

This lemma is the substitution $t=ih$ with general real coefficients. The complex number `W` stands for $s(ih)$.

```lean
/-- Along an imaginary displacement `ih`, the imaginary part of a cubic with real coefficients plus
a quartic remainder keeps only the linear and cubic terms and the remainder's imaginary part. -/
theorem im_imaginary_displacement (a b c d h : ℝ) (W : ℂ) :
    ((a : ℂ) + b * (h * Complex.I) + c * (h * Complex.I) ^ 2 + d * (h * Complex.I) ^ 3
      + (h * Complex.I) ^ 4 * W).im = b * h - d * h ^ 3 + h ^ 4 * W.im := by
  have e : (a : ℂ) + b * (h * Complex.I) + c * (h * Complex.I) ^ 2
      + d * (h * Complex.I) ^ 3 + (h * Complex.I) ^ 4 * W
      = ((a - c * h ^ 2 : ℝ) : ℂ) + ((b * h - d * h ^ 3 : ℝ) : ℂ) * Complex.I
        + ((h ^ 4 : ℝ) : ℂ) * W := by
    push_cast
    linear_combination ((c : ℂ) * h ^ 2 + d * h ^ 3 * Complex.I
      + h ^ 4 * W * (Complex.I ^ 2 - 1)) * Complex.I_sq
  rw [e]
  simp only [Complex.add_im, Complex.mul_im, Complex.ofReal_re, Complex.ofReal_im,
    Complex.I_re, Complex.I_im]
  ring
```

The proof uses $i^2=-1$ to regroup the expression as a real number, plus $i$ times a real number, plus $h^4W$, and then reads off the imaginary part.

## The limit of the scaled error

In the statement, `𝓝[≠] 0` means that $h$ approaches zero through nonzero values of either sign.

```lean
/-- The error of the complex-step slope, divided by `h ^ 2`, tends to `-p'''(x) / 6` as the
nonzero step `h` tends to zero. -/
theorem complexStep_error (p : ℝ[X]) (x : ℝ) :
    Tendsto (fun h : ℝ => (complexStep p x h - (derivative p).eval x) / h ^ 2) (𝓝[≠] 0)
      (𝓝 (-(derivative (derivative (derivative p))).eval x / 6)) := by
  obtain ⟨s, hs⟩ := taylor_cubic p x
  have hc : Continuous fun z : ℂ => aeval z s := s.continuous_aeval
  have hg : Continuous fun h : ℝ => -(derivative (derivative (derivative p))).eval x / 6
      + h * (aeval ((h : ℂ) * Complex.I) s).im :=
    continuous_const.add (continuous_id.mul (Complex.continuous_im.comp
      (hc.comp (Complex.continuous_ofReal.mul continuous_const))))
  have ht := (hg.tendsto 0).mono_left (nhdsWithin_le_nhds (s := {0}ᶜ))
  simp only [zero_mul, add_zero] at ht
  refine ht.congr' ?_
  filter_upwards [self_mem_nhdsWithin] with h hh
  have hne : h ≠ 0 := hh
  -- evaluate the Taylor expansion at the displacement `ih`
  have e := congrArg (aeval ((h : ℂ) * Complex.I)) hs
  simp only [aeval_comp, map_add, map_mul, map_pow, aeval_X, aeval_C,
    Complex.coe_algebraMap] at e
  rw [add_comm ((h : ℂ) * Complex.I) (x : ℂ)] at e
  unfold complexStep
  rw [e, im_imaginary_displacement]
  field_simp
  ring
```

The function in `hg` is the right-hand side found by hand, $-p'''(x)/6+h\operatorname{Im}s(ih)$. It is continuous, and its value at zero is the required limit. The rest shows that it agrees with the scaled error for every $h\neq0$, by evaluating the Taylor identity at $ih$ and applying the previous lemma.

The theorem concerns real and complex numbers without rounding, and energies that are polynomials in one coordinate. It makes no statement about other analytic energies.

## Exactness and degree

The condition `p.natDegree ≤ 2` includes constants and the zero polynomial.

```lean
/-- The complex-step slope equals the derivative at every position and for every nonzero step
if and only if the polynomial has degree at most two. -/
theorem complexStep_exact_iff (p : ℝ[X]) :
    (∀ x h : ℝ, h ≠ 0 → complexStep p x h = (derivative p).eval x) ↔ p.natDegree ≤ 2 := by
  constructor
  · intro H
    -- a vanishing error forces the third derivative to vanish everywhere
    have hz : derivative (derivative (derivative p)) = 0 := by
      apply Polynomial.funext
      intro x
      have h0 : Tendsto (fun h : ℝ => (complexStep p x h - (derivative p).eval x) / h ^ 2)
          (𝓝[≠] 0) (𝓝 0) := by
        refine tendsto_const_nhds.congr' ?_
        filter_upwards [self_mem_nhdsWithin] with h hh
        rw [H x h hh, sub_self, zero_div]
      have hu := tendsto_nhds_unique (complexStep_error p x) h0
      rw [eval_zero]
      linarith
    rw [natDegree_le_iff_coeff_eq_zero]
    intro N hN
    obtain ⟨k, rfl⟩ : ∃ k, N = k + 1 + 1 + 1 := ⟨N - 3, by omega⟩
    have hk := congrArg (fun r : ℝ[X] => r.coeff k) hz
    simp only [coeff_derivative, coeff_zero] at hk
    exact (mul_eq_zero.1 ((mul_eq_zero.1 ((mul_eq_zero.1 hk).resolve_right
      (Nat.cast_add_one_ne_zero _))).resolve_right
      (Nat.cast_add_one_ne_zero _))).resolve_right (Nat.cast_add_one_ne_zero _)
  · intro hp x h hh
    obtain ⟨a, b, c, rfl⟩ : ∃ a b c : ℝ, p = C a + C b * X + C c * X ^ 2 := by
      refine ⟨p.coeff 0, p.coeff 1, p.coeff 2, ?_⟩
      have e := p.as_sum_range' 3 (by omega)
      simpa only [Finset.sum_range_succ, Finset.sum_range_zero, zero_add,
        ← C_mul_X_pow_eq_monomial, pow_zero, mul_one, pow_one] using e
    have e : (aeval ((x : ℂ) + (h : ℂ) * Complex.I)
        (C a + C b * X + C c * X ^ 2 : ℝ[X])).im = (b + 2 * c * x) * h := by
      simp only [map_add, map_mul, aeval_C, aeval_X, Complex.coe_algebraMap, pow_two,
        Complex.add_im, Complex.mul_im, Complex.add_re, Complex.mul_re, Complex.ofReal_re,
        Complex.ofReal_im, Complex.I_re, Complex.I_im]
      ring
    have d : (derivative (C a + C b * X + C c * X ^ 2 : ℝ[X])).eval x = b + 2 * c * x := by
      simp
      ring
    unfold complexStep
    rw [e, d, mul_div_cancel_right₀ _ hh]
```

In the forward direction, `tendsto_nhds_unique` compares the limit just proved with the limit zero that exactness gives. This makes $p'''$ vanish at every $x$, hence as a polynomial. Coefficient $k$ of $p'''$ is a nonzero multiple of coefficient $k+3$ of $p$, so the coefficients of $X^3$ and of all higher powers in $p$ are zero. The reverse direction is the direct evaluation of a quadratic.

Exactness at a single position would not bound the degree by 2. For $p=X^4$ and $x=0$, $\operatorname{Im}\bigl((ih)^4\bigr)/h=0=p'(0)$ for every $h\neq0$, although the degree is 4.

## The opposite error of the central difference

The proof has the same shape as that for the complex step, with the Taylor identity evaluated at $h$ and $-h$.

```lean
/-- The error of the central-difference slope, divided by `h ^ 2`, tends to `p'''(x) / 6` as
the nonzero step `h` tends to zero. -/
theorem centralDifference_error (p : ℝ[X]) (x : ℝ) :
    Tendsto (fun h : ℝ => (centralDifference p x h - (derivative p).eval x) / h ^ 2) (𝓝[≠] 0)
      (𝓝 ((derivative (derivative (derivative p))).eval x / 6)) := by
  obtain ⟨s, hs⟩ := taylor_cubic p x
  have hg : Continuous fun h : ℝ => (derivative (derivative (derivative p))).eval x / 6
      + h * ((s.eval h - s.eval (-h)) / 2) :=
    continuous_const.add (continuous_id.mul
      ((s.continuous.sub (s.continuous.comp continuous_neg)).div_const 2))
  have ht := (hg.tendsto 0).mono_left (nhdsWithin_le_nhds (s := {0}ᶜ))
  simp only [zero_mul, add_zero] at ht
  refine ht.congr' ?_
  filter_upwards [self_mem_nhdsWithin] with h hh
  have hne : h ≠ 0 := hh
  -- evaluate the Taylor expansion at the displacements `h` and `-h`
  have e1 := congrArg (eval h) hs
  have e2 := congrArg (eval (-h)) hs
  simp only [eval_comp, eval_add, eval_mul, eval_pow, eval_X, eval_C] at e1 e2
  rw [add_comm h x] at e1
  rw [neg_add_eq_sub] at e2
  unfold centralDifference
  rw [e1, e2]
  field_simp
  ring
```

Adding the two limits and halving gives the result for the mean slope. The equation `hz` records that the two constants cancel.

```lean
/-- The mean of the complex-step and central-difference slopes has an error that, divided by
`h ^ 2`, tends to zero as the nonzero step `h` tends to zero. -/
theorem mean_slope_error (p : ℝ[X]) (x : ℝ) :
    Tendsto (fun h : ℝ => ((complexStep p x h + centralDifference p x h) / 2
      - (derivative p).eval x) / h ^ 2) (𝓝[≠] 0) (𝓝 0) := by
  -- the two leading error constants are opposite
  have ht := ((complexStep_error p x).add (centralDifference_error p x)).div_const 2
  have hz : (-(derivative (derivative (derivative p))).eval x / 6
      + (derivative (derivative (derivative p))).eval x / 6) / 2 = 0 := by ring
  rw [hz] at ht
  refine ht.congr fun h => ?_
  ring

end

end ComplexStepError
```

```lean
#print axioms ComplexStepError.complexStep_error
#print axioms ComplexStepError.complexStep_exact_iff
#print axioms ComplexStepError.mean_slope_error
```

```
'ComplexStepError.complexStep_error' depends on axioms: [propext, Classical.choice, Quot.sound]
'ComplexStepError.complexStep_exact_iff' depends on axioms: [propext, Classical.choice, Quot.sound]
'ComplexStepError.mean_slope_error' depends on axioms: [propext, Classical.choice, Quot.sound]
```
